# Constraint Force and Torque Law of a Linear Rotor

Let $u(t)$ be a twice differentiable path of unit vectors in $\mathbb{R}^3$, with velocity $v=u'$ and acceleration $a=u''$. If it obeys

$$I\,a = f + s\,u$$

at all times, with real $I$ and $s(t)$, then

$$s = -I\,v\cdot v - f\cdot u, \qquad \frac{d}{dt}\bigl(I\,u\times v\bigr) = u\times f .$$

The first formula determines the constraint force along the axis; the second says that this force exerts no torque. Both hold for any real $I$, although a physical moment of inertia is positive. In the classical simulation of rigid linear molecules, these relations allow the orientation to be propagated as a vector, without angles.

The equation of motion is a hypothesis here. It comes from a rigid line of atoms at positions $d_i u$ relative to the centre of mass. Weighting Newton's equation for each atom by $d_i$ and summing gives $I=\sum_i m_i d_i^2$ and $f=\sum_i d_i F_i$, where $m_i$ is the mass of atom $i$ and $F_i$ the applied force on it. The internal forces that keep the line rigid and straight are taken to exert no total torque, so their sum weighted by $d_i$ is parallel to $u$ and is written $s\,u$. Since $u$ is dimensionless, $f$ and $s$ have the dimension of torque, though they are called forces below.

```lean
import Mathlib

open Matrix

noncomputable section

namespace LinearRotor
```

## The unit axis and its mechanical quantities

The kinematic assumptions are $u\cdot u=1$, $u'=v$ and $v'=a$ at every time. In Lean, a vector is a function `Fin 3 → ℝ`, with components numbered 0, 1, 2, and `HasDerivAt u (v t) t` says that $u$ has derivative $v(t)$ at $t$. The Euclidean dot product is written `⬝ᵥ`, so the squared speed is `v t ⬝ᵥ v t`.

```lean
/-- A path `u` of unit vectors in space with velocity `v` and acceleration `a`. -/
structure IsUnitPath (u v a : ℝ → Fin 3 → ℝ) : Prop where
  unit : ∀ t, u t ⬝ᵥ u t = 1
  vel : ∀ t, HasDerivAt u (v t) t
  acc : ∀ t, HasDerivAt v (a t) t
```

The angular momentum about the centre of mass is $L=I\,u\times v$; `⨯₃` denotes the cross product.

```lean
/-- Angular momentum `I u × v` of a linear rotor with axis `u` and axis velocity `v`. -/
def angularMomentum (I : ℝ) (u v : Fin 3 → ℝ) : Fin 3 → ℝ := I • (u ⨯₃ v)
```

The rotational kinetic energy is $T=\tfrac12 I\,v\cdot v$. The translation of the molecule is not part of the model.

```lean
/-- Rotational energy `I v² / 2` of a linear rotor with axis velocity `v`. -/
def rotationalEnergy (I : ℝ) (v : Fin 3 → ℝ) : ℝ := I / 2 * (v ⬝ᵥ v)
```

## Differentiating the products

For two moving vectors $x$ and $y$, applying the ordinary product rule to $x_0y_0+x_1y_1+x_2y_2$ and regrouping gives

$$(x\cdot y)'=x'\cdot y+x\cdot y'.$$

The proof does the same: `hasDerivAt_pi` passes to components, and `ring` regroups the terms.

```lean
/-- Product rule for the dot product of two moving vectors. -/
theorem hasDerivAt_dot {x y : ℝ → Fin 3 → ℝ} {x' y' : Fin 3 → ℝ} {t : ℝ}
    (hx : HasDerivAt x x' t) (hy : HasDerivAt y y' t) :
    HasDerivAt (fun τ => x τ ⬝ᵥ y τ) (x' ⬝ᵥ y t + x t ⬝ᵥ y') t := by
  have hx := hasDerivAt_pi.1 hx
  have hy := hasDerivAt_pi.1 hy
  simp only [dotProduct, Fin.sum_univ_three]
  exact ((((hx 0).fun_mul (hy 0)).fun_add ((hx 1).fun_mul (hy 1))).fun_add
    ((hx 2).fun_mul (hy 2))).congr_deriv (by ring)
```

For the cross product, component 0 is $x_1y_2-x_2y_1$, with derivative

$$(x_1'y_2-x_2'y_1)+(x_1y_2'-x_2y_1').$$

The other components follow by cyclic permutation, so $(x\times y)'=x'\times y+x\times y'$. The three cases below are these three components.

```lean
/-- Product rule for the cross product of two moving vectors. -/
theorem hasDerivAt_cross {x y : ℝ → Fin 3 → ℝ} {x' y' : Fin 3 → ℝ} {t : ℝ}
    (hx : HasDerivAt x x' t) (hy : HasDerivAt y y' t) :
    HasDerivAt (fun τ => x τ ⨯₃ y τ) (x' ⨯₃ y t + x t ⨯₃ y') t := by
  have hx := hasDerivAt_pi.1 hx
  have hy := hasDerivAt_pi.1 hy
  rw [hasDerivAt_pi]
  intro i
  simp only [cross_apply]
  fin_cases i
  · exact (((hx 1).fun_mul (hy 2)).fun_sub ((hx 2).fun_mul (hy 1))).congr_deriv (by
      change _ = (x' 1 * y t 2 - x' 2 * y t 1) + (x t 1 * y' 2 - x t 2 * y' 1)
      ring)
  · exact (((hx 2).fun_mul (hy 0)).fun_sub ((hx 0).fun_mul (hy 2))).congr_deriv (by
      change _ = (x' 2 * y t 0 - x' 0 * y t 2) + (x t 2 * y' 0 - x t 0 * y' 2)
      ring)
  · exact (((hx 0).fun_mul (hy 1)).fun_sub ((hx 1).fun_mul (hy 0))).congr_deriv (by
      change _ = (x' 0 * y t 1 - x' 1 * y t 0) + (x t 0 * y' 1 - x t 1 * y' 0)
      ring)
```

## What constant length imposes on the motion

Differentiating $u\cdot u=1$ gives $2\,u\cdot v=0$, so the velocity is perpendicular to the axis. Differentiating $u\cdot v=0$ gives

$$v\cdot v+u\cdot a=0, \qquad\text{hence}\qquad u\cdot a=-v\cdot v .$$

This is the centripetal acceleration for unit radius. In the proof, each differentiated function is also constant and so has derivative zero; uniqueness of the derivative equates the two expressions.

```lean
variable {u v a : ℝ → Fin 3 → ℝ}

/-- The velocity of a unit vector is perpendicular to it, and the component of its
acceleration along the vector is minus the squared speed. -/
theorem IsUnitPath.kinematics (h : IsUnitPath u v a) (t : ℝ) :
    u t ⬝ᵥ v t = 0 ∧ u t ⬝ᵥ a t = -(v t ⬝ᵥ v t) := by
  -- first derivative of the constraint
  have perp : ∀ τ, u τ ⬝ᵥ v τ = 0 := by
    intro τ
    have h1 : HasDerivAt (fun r => u r ⬝ᵥ u r) 0 τ := by
      simp only [h.unit]
      exact hasDerivAt_const τ (1 : ℝ)
    have e := (hasDerivAt_dot (h.vel τ) (h.vel τ)).unique h1
    rw [dotProduct_comm (v τ) (u τ)] at e
    linarith
  -- second derivative of the constraint
  have h2 : HasDerivAt (fun r => u r ⬝ᵥ v r) 0 t := by
    simp only [perp]
    exact hasDerivAt_const t (0 : ℝ)
  have e := (hasDerivAt_dot (h.vel t) (h.acc t)).unique h2
  exact ⟨perp t, by linarith⟩
```

## The torque law and the force along the axis

The product rule gives

$$L'=I(v\times v+u\times a)=u\times(I\,a),$$

because $v\times v=0$. This step uses only kinematics, not the equation of motion.

```lean
/-- The angular momentum of a linear rotor changes at the rate `u × (I a)`. -/
theorem IsUnitPath.hasDerivAt_angularMomentum (h : IsUnitPath u v a) (I t : ℝ) :
    HasDerivAt (fun τ => angularMomentum I (u τ) (v τ)) (u t ⨯₃ (I • a t)) t := by
  have d := (hasDerivAt_cross (h.vel t) (h.acc t)).const_smul I
  exact d.congr_deriv (by rw [cross_self, zero_add, map_smul])
```

Now take the dot product of $I\,a=f+s\,u$ with $u$. The left side is $-I\,v\cdot v$ and the right side is $u\cdot f+s$, so

$$s=-I\,v\cdot v-f\cdot u .$$

Inserting the equation of motion into $L'$ gives

$$L'=u\times f+s\,u\times u=u\times f .$$

In the theorem, `motion` is the equation of motion at all times, while `f` and `s` are arbitrary functions of time. A force that depends on orientation is covered by evaluating it along the path. The two parts of the proof are the projection and the substitution just made.

```lean
/-- Constraint force and torque law of a linear rotor: if `I u'' = f + s u` for a unit
vector `u`, then `s = -I |u'|² - f · u` and `I u × u'` has derivative `u × f`. -/
theorem constraint_force_and_torque (h : IsUnitPath u v a) {I : ℝ}
    {f : ℝ → Fin 3 → ℝ} {s : ℝ → ℝ} (motion : ∀ t, I • a t = f t + s t • u t) (t : ℝ) :
    s t = -I * (v t ⬝ᵥ v t) - f t ⬝ᵥ u t ∧
    HasDerivAt (fun τ => angularMomentum I (u τ) (v τ)) (u t ⨯₃ f t) t := by
  constructor
  · -- project the equation of motion on the axis
    have e := congrArg (fun w => u t ⬝ᵥ w) (motion t)
    simp only [dotProduct_add, dotProduct_smul, smul_eq_mul, h.unit,
      (h.kinematics t).2] at e
    rw [dotProduct_comm (f t) (u t)]
    linarith
  · -- a force along the axis exerts no torque
    have d := h.hasDerivAt_angularMomentum I t
    rw [motion t, map_add, map_smul, cross_self, smul_zero, add_zero] at d
    exact d
```

In a leapfrog program for rigid linear molecules with $I>0$, the projection appears as follows. Let $h$ be the time step, $v_-$ the velocity at $t-h/2$, and $f_\perp=f-(f\cdot u)u$ the transverse force. The equation of motion becomes $a=f_\perp/I+\lambda u$ with $\lambda=-v\cdot v$, but $v(t)$ is not yet known. Advancing $v_-$ by half a step and requiring $u\cdot v(t)=0$ gives $h\lambda=-2\,u\cdot v_-$, and the full velocity update is

$$v_+=v_-+\frac{h}{I}f_\perp-2(u\cdot v_-)\,u .$$

The new axis is $u+h\,v_+$. When a transverse force acts, a finite step does not in general keep its length exactly equal to one, so it can be rescaled afterwards.

## From the torque back to the equation of motion

A torque $u\times f$ does not reveal the component of $f$ along $u$. To recover the equation of motion, one first needs to know which vectors $w$ have zero cross product with a unit vector $n$. From

$$n\times(n\times w)=(n\cdot w)\,n-(n\cdot n)\,w$$

and $n\times w=0$, it follows that $w=(n\cdot w)\,n$. The proof checks this identity by components: `c0`, `c1` and `c2` are the vanishing components of $n\times w$, and `linear_combination` combines them with $n\cdot n=1$.

```lean
/-- A vector whose cross product with a unit vector vanishes equals its projection on
that unit vector. -/
theorem eq_projection_of_cross_eq_zero {n w : Fin 3 → ℝ} (hn : n ⬝ᵥ n = 1)
    (h : n ⨯₃ w = 0) : w = (n ⬝ᵥ w) • n := by
  have c0 : n 1 * w 2 - n 2 * w 1 = 0 := by simpa [cross_apply] using congrFun h 0
  have c1 : n 2 * w 0 - n 0 * w 2 = 0 := by simpa [cross_apply] using congrFun h 1
  have c2 : n 0 * w 1 - n 1 * w 0 = 0 := by simpa [cross_apply] using congrFun h 2
  simp only [dotProduct, Fin.sum_univ_three] at hn ⊢
  ext i
  fin_cases i
  · change w 0 = (n 0 * w 0 + n 1 * w 1 + n 2 * w 2) * n 0
    linear_combination -w 0 * hn - n 1 * c2 + n 2 * c1
  · change w 1 = (n 0 * w 0 + n 1 * w 1 + n 2 * w 2) * n 1
    linear_combination -w 1 * hn + n 0 * c2 - n 2 * c0
  · change w 2 = (n 0 * w 0 + n 1 * w 1 + n 2 * w 2) * n 2
    linear_combination -w 2 * hn - n 0 * c1 + n 1 * c0
```

Suppose that at one time $t$ the angular momentum has derivative $u\times F$, for some vector $F$. Since the derivative is also $u\times(I\,a)$, the vector $w=I\,a-F$ satisfies $u\times w=0$. Hence $w=(u\cdot w)\,u$, with

$$u\cdot w=-I\,v\cdot v-F\cdot u .$$

This is the equation of motion with the constraint force found above. Conversely, that equation gives the torque law because its last term is parallel to $u$. For a unit path the two statements are therefore equivalent at each instant.

```lean
/-- For a unit vector path, the torque law at time `t` is equivalent to the equation of
motion with constraint force `-I |u'|² - F · u` along the axis. -/
theorem torque_law_iff (h : IsUnitPath u v a) (I t : ℝ) (F : Fin 3 → ℝ) :
    HasDerivAt (fun τ => angularMomentum I (u τ) (v τ)) (u t ⨯₃ F) t ↔
    I • a t = F + (-I * (v t ⬝ᵥ v t) - F ⬝ᵥ u t) • u t := by
  have d := h.hasDerivAt_angularMomentum I t
  constructor
  · intro hL
    have hc : u t ⨯₃ (I • a t - F) = 0 := by
      rw [map_sub, d.unique hL, sub_self]
    have hw := eq_projection_of_cross_eq_zero (h.unit t) hc
    have hs : u t ⬝ᵥ (I • a t - F) = -I * (v t ⬝ᵥ v t) - F ⬝ᵥ u t := by
      rw [dotProduct_sub, dotProduct_smul, (h.kinematics t).2, smul_eq_mul,
        dotProduct_comm F (u t)]
      ring
    rw [hs] at hw
    rw [← hw]
    abel
  · intro hm
    rw [hm, map_add, map_smul, cross_self, smul_zero, add_zero] at d
    exact d
```

## Power and free rotation

The constraint force does no work. Differentiating the energy and using $u\cdot v=0$ gives

$$T'=I\,v\cdot a=v\cdot f+s\,v\cdot u=f\cdot v .$$

In the proof, `e` is the equation of motion projected on $v$.

```lean
/-- The rotational energy changes at the rate `f · u'`. -/
theorem power_law (h : IsUnitPath u v a) {I : ℝ} {f : ℝ → Fin 3 → ℝ} {s : ℝ → ℝ}
    (motion : ∀ t, I • a t = f t + s t • u t) (t : ℝ) :
    HasDerivAt (fun τ => rotationalEnergy I (v τ)) (f t ⬝ᵥ v t) t := by
  have e := congrArg (fun w => v t ⬝ᵥ w) (motion t)
  simp only [dotProduct_add, dotProduct_smul, smul_eq_mul] at e
  rw [dotProduct_comm (v t) (u t), (h.kinematics t).1] at e
  refine ((hasDerivAt_dot (h.acc t) (h.acc t)).const_mul (I / 2)).congr_deriv ?_
  rw [dotProduct_comm (a t) (v t), dotProduct_comm (f t) (v t)]
  linarith
```

If $f=0$, then $T'=0$ and $T$ is constant. For $I\neq0$ the squared speed therefore keeps its initial value $v(0)\cdot v(0)$. The constraint force is then $s=-I\,v(0)\cdot v(0)$, and dividing the equation of motion by $I$ gives

$$a=-\bigl(v(0)\cdot v(0)\bigr)\,u .$$

This is a harmonic equation with angular frequency $\sqrt{v(0)\cdot v(0)}$, which is zero for a rotor initially at rest. The proof obtains constant energy from `power_law` and the value of `s` from `constraint_force_and_torque`, then cancels $I$ in each component.

```lean
/-- The axis of a force-free linear rotor obeys the harmonic equation
`u'' = -|u'(0)|² u`. -/
theorem free_rotor (h : IsUnitPath u v a) {I : ℝ} (hI : I ≠ 0) {s : ℝ → ℝ}
    (motion : ∀ t, I • a t = s t • u t) (t : ℝ) :
    a t = -(v 0 ⬝ᵥ v 0) • u t := by
  have m : ∀ τ, I • a τ = (fun _ => (0 : Fin 3 → ℝ)) τ + s τ • u τ := by
    intro τ
    simpa using motion τ
  have p : ∀ τ, HasDerivAt (fun r => rotationalEnergy I (v r)) 0 τ := by
    intro τ
    simpa using power_law h m τ
  -- energy conservation fixes the speed
  have c : rotationalEnergy I (v t) = rotationalEnergy I (v 0) :=
    is_const_of_deriv_eq_zero (fun τ => (p τ).differentiableAt) (fun τ => (p τ).deriv) t 0
  have c' : v t ⬝ᵥ v t = v 0 ⬝ᵥ v 0 :=
    mul_left_cancel₀ (div_ne_zero hI two_ne_zero) c
  have hs : s t = -I * (v t ⬝ᵥ v t) := by
    simpa using (constraint_force_and_torque h m t).1
  ext i
  have e : I * a t i = s t * u t i := congrFun (motion t) i
  change a t i = -(v 0 ⬝ᵥ v 0) * u t i
  apply mul_left_cancel₀ hI
  rw [e, hs, c']
  ring
```

## A planar rotor under constant torque

An explicit driven motion satisfies all the assumptions. Let the axis turn in a plane through the angle $\varphi=kt^2/2$, where $k$ is the constant angular acceleration:

$$u=(\cos\varphi,\ \sin\varphi,\ 0).$$

```lean
/-- Axis of a planar rotor with angle `k t² / 2`. -/
def spinAxis (k t : ℝ) : Fin 3 → ℝ :=
  ![Real.cos (k * t ^ 2 / 2), Real.sin (k * t ^ 2 / 2), 0]
```

Since $\varphi'=kt$, the chain rule gives

$$v=kt\,(-\sin\varphi,\ \cos\varphi,\ 0).$$

```lean
/-- Axis velocity of the planar rotor with angle `k t² / 2`. -/
def spinVel (k t : ℝ) : Fin 3 → ℝ :=
  ![-(k * t) * Real.sin (k * t ^ 2 / 2), k * t * Real.cos (k * t ^ 2 / 2), 0]
```

A second differentiation gives a tangential and a centripetal part:

$$a=k\,(-\sin\varphi,\ \cos\varphi,\ 0)-(kt)^2(\cos\varphi,\ \sin\varphi,\ 0).$$

```lean
/-- Axis acceleration of the planar rotor with angle `k t² / 2`. -/
def spinAcc (k t : ℝ) : Fin 3 → ℝ :=
  ![-k * Real.sin (k * t ^ 2 / 2) - (k * t) ^ 2 * Real.cos (k * t ^ 2 / 2),
    k * Real.cos (k * t ^ 2 / 2) - (k * t) ^ 2 * Real.sin (k * t ^ 2 / 2), 0]
```

The applied force supplies the tangential part:

$$f=I\,k\,(-\sin\varphi,\ \cos\varphi,\ 0).$$

Its torque $u\times f=(0,0,I\,k)$ is constant.

```lean
/-- Tangential force of magnitude `|I k|` in the plane of the rotor. -/
def spinForce (I k t : ℝ) : Fin 3 → ℝ :=
  ![-(I * k) * Real.sin (k * t ^ 2 / 2), I * k * Real.cos (k * t ^ 2 / 2), 0]
```

Multiplying $a$ by $I$ gives $I\,a=f-I(kt)^2u$, so $s=-I(kt)^2$. This agrees with the general formula, because $f\cdot u=0$ and $v\cdot v=(kt)^2$. The proof obtains the unit length from $\sin^2\varphi+\cos^2\varphi=1$, both derivatives from the chain and product rules, and the equation of motion component by component.

```lean
/-- The planar rotor with angle `k t² / 2` is a unit vector path and obeys the equation of
motion with the tangential force and the constraint force `-I (k t)²`. -/
theorem linear_rotor_witness (I k : ℝ) :
    IsUnitPath (spinAxis k) (spinVel k) (spinAcc k) ∧
    ∀ t, I • spinAcc k t = spinForce I k t + (-(I * (k * t) ^ 2)) • spinAxis k t := by
  have hφ : ∀ t : ℝ, HasDerivAt (fun r : ℝ => k * r ^ 2 / 2) (k * t) t := by
    intro t
    have e : (fun r : ℝ => k * r ^ 2 / 2) = fun r => k / 2 * (r * r) := by
      funext r
      ring
    rw [e]
    exact (((hasDerivAt_id' t).fun_mul (hasDerivAt_id' t)).const_mul (k / 2)).congr_deriv
      (by ring)
  have hk : ∀ t : ℝ, HasDerivAt (fun r : ℝ => k * r) k t := fun t =>
    ((hasDerivAt_id' t).const_mul k).congr_deriv (by ring)
  refine ⟨⟨fun t => ?_, fun t => ?_, fun t => ?_⟩, fun t => ?_⟩
  · simp only [dotProduct, Fin.sum_univ_three]
    change Real.cos (k * t ^ 2 / 2) * Real.cos (k * t ^ 2 / 2)
      + Real.sin (k * t ^ 2 / 2) * Real.sin (k * t ^ 2 / 2) + (0 : ℝ) * 0 = 1
    linear_combination Real.sin_sq_add_cos_sq (k * t ^ 2 / 2)
  · rw [hasDerivAt_pi]
    intro i
    fin_cases i
    · exact (hφ t).cos.congr_deriv (by
        change _ = -(k * t) * Real.sin (k * t ^ 2 / 2)
        ring)
    · exact (hφ t).sin.congr_deriv (by
        change _ = k * t * Real.cos (k * t ^ 2 / 2)
        ring)
    · exact hasDerivAt_const t (0 : ℝ)
  · rw [hasDerivAt_pi]
    intro i
    fin_cases i
    · exact ((hk t).fun_neg.fun_mul (hφ t).sin).congr_deriv (by
        change _ = -k * Real.sin (k * t ^ 2 / 2) - (k * t) ^ 2 * Real.cos (k * t ^ 2 / 2)
        ring)
    · exact ((hk t).fun_mul (hφ t).cos).congr_deriv (by
        change _ = k * Real.cos (k * t ^ 2 / 2) - (k * t) ^ 2 * Real.sin (k * t ^ 2 / 2)
        ring)
    · exact hasDerivAt_const t (0 : ℝ)
  · ext i
    fin_cases i
    · change I * (-k * Real.sin (k * t ^ 2 / 2) - (k * t) ^ 2 * Real.cos (k * t ^ 2 / 2))
        = -(I * k) * Real.sin (k * t ^ 2 / 2)
          + -(I * (k * t) ^ 2) * Real.cos (k * t ^ 2 / 2)
      ring
    · change I * (k * Real.cos (k * t ^ 2 / 2) - (k * t) ^ 2 * Real.sin (k * t ^ 2 / 2))
        = I * k * Real.cos (k * t ^ 2 / 2)
          + -(I * (k * t) ^ 2) * Real.sin (k * t ^ 2 / 2)
      ring
    · change I * (0 : ℝ) = 0 + -(I * (k * t) ^ 2) * 0
      ring

end LinearRotor
```

```lean
#print axioms LinearRotor.constraint_force_and_torque
#print axioms LinearRotor.torque_law_iff
#print axioms LinearRotor.free_rotor
```

```
'LinearRotor.constraint_force_and_torque' depends on axioms: [propext, Classical.choice, Quot.sound]
'LinearRotor.torque_law_iff' depends on axioms: [propext, Classical.choice, Quot.sound]
'LinearRotor.free_rotor' depends on axioms: [propext, Classical.choice, Quot.sound]
```
